# Density-fitting equations on a ring of N cells separate by k-point

A periodic density-fitting code can solve for its fitting coefficients one k-point at a time, with a small matrix for each, instead of solving one system for the whole supercell. For a finite ring of cells with a translation-invariant metric, the two procedures are equivalent.

## Fitting a density in a periodic chain

Density fitting expands an electron density, or a product of two orbitals, in auxiliary functions. Minimising the error in a chosen metric, often the Coulomb one, gives linear equations for the coefficients. Take N ≥ 1 cells closed into a ring (Born–von Karman conditions), each carrying the same finite set ι of auxiliary functions. Let v(i−j) be the matrix of metric integrals between the functions of cells i and j, c(j) the coefficient vector of cell j, and b(i) the vector of integrals, in the same metric, between the functions of cell i and the density. The equations are

∑ⱼ v(i−j) c(j) = b(i) for every cell i.

## One matrix equation for each k

Write χ(x) = exp(2π√−1 x/N), and define the transform

f̂(k) = ∑ₘ χ(−mk) f(m).

Here k is an integer label modulo N; for lattice constant a the wave number is 2πk/(Na). The main theorem, `fitting_iff_kpoint`, says that the fitting equations hold in all cells if and only if

v̂(k) ĉ(k) = b̂(k) for every k.

In Lean, cells and k-points are both elements of `ZMod N`, `applyMetric v c` is the left-hand side of the fitting equations, `*ᵥ` is the matrix-vector product, and `ZMod.dft` is the transform without prefactor. If every transform carried 1/√N, the product would need an extra factor √N. `scalar_fitting_iff_kpoint` is the case of one function per cell.

The label k belongs to the density being fitted. If that density repeats in every cell, b(i) is the same for all i and b̂(k) = 0 for k ≠ 0. For a product φ₁*φ₂ of Bloch orbitals with labels k₁ and k₂, b̂(k) can be nonzero only at k = k₂ − k₁ modulo N.

The metric v is any complex matrix-valued function and may be singular. Obtaining it from the integrals of a real crystal, including the convergence of the Coulomb lattice sums, is a separate step that the hypotheses leave open.

## Shifting the cell index

Let g(i) = ∑ⱼ v(i−j) c(j). Exchange the sums, put i = m + j, and factor the phase:

ĝ(k) = ∑ⱼ ∑ᵢ χ(−ik) v(i−j) c(j)

= ∑ⱼ ∑ₘ χ(−mk) χ(−jk) v(m) c(j)

= v̂(k) ĉ(k).

If g = b, the k-point equations follow. Conversely, they give ĝ = b̂. Since ∑ₖ χ((m−j)k) is N for m = j and 0 otherwise,

f(m) = (1/N) ∑ₖ χ(mk) f̂(k),

so equal transforms come from equal functions, and g = b.

## Solvability, sum rule and Hermitian blocks

If each k-point system has some solution x(k), the inverse transform of x is a fit; the converse is immediate. At k = 0 all phases are 1, so every fit satisfies

(∑ₘ v(m)) (∑ⱼ c(j)) = ∑ᵢ b(i).

For the adjoint, conjugate the phases and replace m by −m:

v̂(k)ᴴ = ∑ₘ χ(mk) v(m)ᴴ = ∑ₘ χ(−mk) v(−m)ᴴ.

By injectivity, all blocks are Hermitian exactly when v(−m) = v(m)ᴴ for all m.

## A metric that mixes k-points, and three dimensions

Symmetry and positive definiteness of the metric do not by themselves give the decoupling. For N = 2 and one function per cell, take the metric diag(2, 1), which is not a function of i−j. The left-hand side then has the k = 0 component

2c(0) + c(1) = (3ĉ(0) + ĉ(1))/2,

which involves both k-points.

The same index shift works on an N₁×N₂×N₃ grid of cells, with a product of three phases; the Lean theorems treat the ring.

## The ring in Lean

```lean
import Mathlib

open Matrix

namespace PeriodicDensityFitting

variable {N : ℕ} [NeZero N] {ι : Type*} [Fintype ι]

/-- The periodic fitting metric `v` applied to the fitting coefficients `c`: cell `i` receives
`∑ j, v (i - j) c(j)`, where each cell of the ring of `N` cells carries the auxiliary
functions `ι`. -/
def applyMetric (v : ZMod N → Matrix ι ι ℂ) (c : ZMod N → ι → ℂ) : ZMod N → ι → ℂ :=
  fun i => ∑ j, v (i - j) *ᵥ c j

/-- The discrete Fourier transform turns the action of the periodic metric into a
matrix-vector product at each k-point. -/
theorem dft_applyMetric (v : ZMod N → Matrix ι ι ℂ) (c : ZMod N → ι → ℂ) (k : ZMod N) :
    ZMod.dft (applyMetric v c) k = ZMod.dft v k *ᵥ ZMod.dft c k := by
  -- linearity of the matrix-vector product in each argument
  have hsum : ∀ (f : ZMod N → Matrix ι ι ℂ) (x : ι → ℂ),
      (∑ m, f m) *ᵥ x = ∑ m, f m *ᵥ x := by
    intro f x
    ext p
    simp only [Matrix.mulVec, dotProduct, Matrix.sum_apply, Finset.sum_apply, Finset.sum_mul]
    exact Finset.sum_comm
  have hsmul : ∀ (a : ℂ) (A : Matrix ι ι ℂ) (x : ι → ℂ), (a • A) *ᵥ x = a • (A *ᵥ x) := by
    intro a A x
    ext p
    simp only [Matrix.mulVec, dotProduct, Matrix.smul_apply, Pi.smul_apply, smul_eq_mul,
      Finset.mul_sum, mul_assoc]
  have hvec : ∀ (A : Matrix ι ι ℂ) (g : ZMod N → ι → ℂ),
      A *ᵥ (∑ j, g j) = ∑ j, A *ᵥ g j := by
    intro A g
    simpa only [Matrix.mulVecLin_apply] using map_sum (Matrix.mulVecLin A) g Finset.univ
  rw [ZMod.dft_apply, ZMod.dft_apply, ZMod.dft_apply, hvec]
  simp only [applyMetric, Finset.smul_sum]
  rw [Finset.sum_comm]
  refine Finset.sum_congr rfl fun j _ => ?_
  rw [hsum]
  -- substitute the relative cell index `m = i - j` and factor the phase
  refine Fintype.sum_equiv (Equiv.subRight j) _ _ fun i => ?_
  rw [Equiv.subRight_apply, hsmul, Matrix.mulVec_smul, smul_smul, ← AddChar.map_add_eq_mul]
  congr 2
  ring

/-- Periodic density fitting decouples by k-point: the fitting equations hold in every cell
if and only if the transformed metric, coefficients and right-hand side satisfy a separate
matrix equation at every k-point. -/
theorem fitting_iff_kpoint (v : ZMod N → Matrix ι ι ℂ) (c b : ZMod N → ι → ℂ) :
    (∀ i, applyMetric v c i = b i) ↔
      ∀ k, ZMod.dft v k *ᵥ ZMod.dft c k = ZMod.dft b k := by
  constructor
  · intro h k
    have hb : applyMetric v c = b := funext h
    rw [← dft_applyMetric, hb]
  · intro h i
    -- the transform loses no information
    have hb : applyMetric v c = b := ZMod.dft.injective (funext fun k => by
      rw [dft_applyMetric]
      exact h k)
    exact congrFun hb i

/-- With one auxiliary function per cell, the cyclic fitting equations hold in every cell if
and only if the transforms satisfy one scalar equation at every k-point. -/
theorem scalar_fitting_iff_kpoint (v c b : ZMod N → ℂ) :
    (∀ i, ∑ j, v (i - j) * c j = b i) ↔
      ∀ k, ZMod.dft v k * ZMod.dft c k = ZMod.dft b k := by
  have h := fitting_iff_kpoint (ι := Unit) (fun m => Matrix.of fun _ _ => v m)
    (fun j _ => c j) (fun i _ => b i)
  simpa [funext_iff, applyMetric, Matrix.mulVec, dotProduct, ZMod.dft_apply,
    Matrix.sum_apply, Finset.sum_apply] using h

/-- A periodic fit of `b` exists if and only if the linear system at each k-point has a
solution; the metric may be singular. -/
theorem exists_fit_iff_kpoint (v : ZMod N → Matrix ι ι ℂ) (b : ZMod N → ι → ℂ) :
    (∃ c, ∀ i, applyMetric v c i = b i) ↔
      ∀ k, ∃ x : ι → ℂ, ZMod.dft v k *ᵥ x = ZMod.dft b k := by
  constructor
  · rintro ⟨c, hc⟩ k
    exact ⟨ZMod.dft c k, (fitting_iff_kpoint v c b).1 hc k⟩
  · intro h
    -- collect the k-point solutions and transform them back to the cells
    choose x hx using h
    refine ⟨ZMod.dft.symm x, (fitting_iff_kpoint v _ b).2 fun k => ?_⟩
    rw [LinearEquiv.apply_symm_apply]
    exact hx k

/-- Sum rule at the Gamma point: for every periodic fit, the metric summed over cells maps the
summed coefficients to the summed right-hand side. -/
theorem gamma_point_sum_rule (v : ZMod N → Matrix ι ι ℂ) (c b : ZMod N → ι → ℂ)
    (h : ∀ i, applyMetric v c i = b i) :
    (∑ m, v m) *ᵥ (∑ j, c j) = ∑ i, b i := by
  have h0 := (fitting_iff_kpoint v c b).1 h 0
  simpa only [ZMod.dft_apply, mul_zero, neg_zero, AddChar.map_zero_eq_one, one_smul] using h0

omit [Fintype ι] in
/-- The adjoint of the metric block at a k-point is the transform, at the same k-point, of the
metric with cell displacement reversed and matrix adjoint taken. -/
theorem dft_conjTranspose (v : ZMod N → Matrix ι ι ℂ) (k : ZMod N) :
    (ZMod.dft v k)ᴴ = ZMod.dft (fun m => (v (-m))ᴴ) k := by
  rw [ZMod.dft_apply, ZMod.dft_apply, Matrix.conjTranspose_sum]
  refine Fintype.sum_equiv (Equiv.neg _) _ _ fun m => ?_
  -- conjugating a phase reverses its argument
  rw [Matrix.conjTranspose_smul, ← starRingEnd_apply, ← AddChar.map_neg_eq_conj]
  simp

omit [Fintype ι] in
/-- The metric blocks at all k-points are Hermitian if and only if reversing the cell
displacement in the real-space metric amounts to taking the matrix adjoint. -/
theorem hermitian_iff_kpoint (v : ZMod N → Matrix ι ι ℂ) :
    (∀ m, v (-m) = (v m)ᴴ) ↔ ∀ k, (ZMod.dft v k).IsHermitian := by
  constructor
  · intro h k
    have hv : (fun m => (v (-m))ᴴ) = v := funext fun m => by
      rw [h, Matrix.conjTranspose_conjTranspose]
    change (ZMod.dft v k)ᴴ = ZMod.dft v k
    rw [dft_conjTranspose, hv]
  · intro h m
    have hv : (fun m => (v (-m))ᴴ) = v := ZMod.dft.injective (funext fun k => by
      rw [← dft_conjTranspose]
      exact h k)
    have hm : (v (-m))ᴴ = v m := congrFun hv m
    rw [← hm, Matrix.conjTranspose_conjTranspose]

end PeriodicDensityFitting
```

```lean
#print axioms PeriodicDensityFitting.fitting_iff_kpoint
#print axioms PeriodicDensityFitting.scalar_fitting_iff_kpoint
#print axioms PeriodicDensityFitting.gamma_point_sum_rule
#print axioms PeriodicDensityFitting.hermitian_iff_kpoint
```

```
'PeriodicDensityFitting.fitting_iff_kpoint' depends on axioms: [propext, Classical.choice, Quot.sound]
'PeriodicDensityFitting.scalar_fitting_iff_kpoint' depends on axioms: [propext, Classical.choice, Quot.sound]
'PeriodicDensityFitting.gamma_point_sum_rule' depends on axioms: [propext, Classical.choice, Quot.sound]
'PeriodicDensityFitting.hermitian_iff_kpoint' depends on axioms: [propext, Classical.choice, Quot.sound]
```

## Index shifts and injectivity in the code

`dft_applyMetric` is the convolution calculation. Its local facts `hsum`, `hsmul` and `hvec` move sums and phases through the matrix-vector product. `Finset.sum_comm` exchanges the sums, `Equiv.subRight j` substitutes m = i − j, and `AddChar.map_add_eq_mul` combines the phases, whose arguments `ring` then compares.

`fitting_iff_kpoint` uses this identity in both directions, with `ZMod.dft.injective` for the return to real space. The scalar theorem takes `ι := Unit`, which makes every block a 1×1 matrix.

In `exists_fit_iff_kpoint`, `choose` collects the k-point solutions and `ZMod.dft.symm` transforms them back. `gamma_point_sum_rule` evaluates the main theorem at k = 0. `dft_conjTranspose` reverses m with `Equiv.neg` and conjugates the phase with `AddChar.map_neg_eq_conj`; `hermitian_iff_kpoint` combines it with injectivity.
